# Mean-field double dot: polarization above U = 2t, and half the exact singlet energy at large U

"Mean field" needs a definition before its energy can be compared with an exact one. Here it is the energy of a one-parameter family of product states: the spin-up electron has nonnegative amplitudes \((p,q)\) on dots 0 and 1, with \(p^2+q^2=1\), and the spin-down electron has the mirrored amplitudes \((q,p)\). The parameter is the staggered polarization \(m=p^2-q^2\). Each \(m\) in \([-1,1]\) occurs, for \(p=\sqrt{(1+m)/2}\) and \(q=\sqrt{(1-m)/2}\).

```lean
import Mathlib

open Filter Topology Set

namespace DoubleDotMeanField

noncomputable section
```

Both energies come from one Hamiltonian, with tunnelling \(t\) and on-site repulsion \(U\). It acts on the amplitudes \(\psi_{ij}\) for spin up on dot \(i\) and spin down on dot \(j\), stored as a real 2×2 matrix. Each dot has one orbital, whose level is the zero of energy, and there is no detuning or magnetic field.

```lean
/-- The Hubbard Hamiltonian of a double dot with tunnelling `t` and on-site repulsion `U`, acting
on the amplitudes `ψ i j` for the spin-up electron on dot `i` and the spin-down one on dot `j`. -/
def hubbard (t U : ℝ) (ψ : Matrix (Fin 2) (Fin 2) ℝ) : Matrix (Fin 2) (Fin 2) ℝ :=
  !![U * ψ 0 0 - t * (ψ 0 1 + ψ 1 0), -t * (ψ 0 0 + ψ 1 1);
     -t * (ψ 0 0 + ψ 1 1), U * ψ 1 1 - t * (ψ 0 1 + ψ 1 0)]
```

The expectation value is not divided by the norm, so `energy` is a physical energy only when \(\sum_{ij}\psi_{ij}^2=1\).

```lean
/-- The expectation value `⟨ψ|H|ψ⟩` for real amplitudes, without normalization. -/
def energy (t U : ℝ) (ψ : Matrix (Fin 2) (Fin 2) ℝ) : ℝ :=
  ∑ i, ∑ j, ψ i j * hubbard t U ψ i j

/-- The product state with the spin-up electron in the orbital `(p, q)` and the spin-down
electron in the mirrored orbital `(q, p)`. -/
def polarizedState (p q : ℝ) : Matrix (Fin 2) (Fin 2) ℝ :=
  !![p * q, p ^ 2; q ^ 2, q * p]
```

The next two definitions are closed formulas, which later theorems tie to the Hamiltonian.

```lean
/-- The mean-field energy as a function of the staggered polarization `m`, for `-1 ≤ m ≤ 1`. -/
def meanField (t U m : ℝ) : ℝ := -2 * t * √(1 - m ^ 2) + U * (1 - m ^ 2) / 2

/-- The closed form `(U - √(U² + 16t²))/2` of the exact singlet energy. -/
def exactEnergy (t U : ℝ) : ℝ := (U - √(U ^ 2 + 16 * t ^ 2)) / 2
```

## Normalized orbitals with nonnegative amplitudes

Multiplying out \(\langle\psi|H|\psi\rangle\) gives

\[
U(\psi_{00}^2+\psi_{11}^2)-2t(\psi_{00}+\psi_{11})(\psi_{01}+\psi_{10}).
\]

```lean
/-- The energy is the repulsion of the doubly occupied configurations plus the tunnelling
between them and the singly occupied ones. -/
theorem energy_eq (t U : ℝ) (ψ : Matrix (Fin 2) (Fin 2) ℝ) :
    energy t U ψ = U * (ψ 0 0 ^ 2 + ψ 1 1 ^ 2)
      - 2 * t * ((ψ 0 0 + ψ 1 1) * (ψ 0 1 + ψ 1 0)) := by
  simp [energy, hubbard, Fin.sum_univ_two]
  ring
```

For the polarized product this is \(2Up^2q^2-4tpq(p^2+q^2)\). Normalization, \(p^2+q^2=1\), gives \(1-m^2=4p^2q^2\). Nonnegative amplitudes then allow the root \(s=\sqrt{1-m^2}=2pq\), the bond order, and the energy becomes \(-2ts+Us^2/2\).

In the proof, `hsq` is the identity for \(1-m^2\), and `Real.sqrt_sq` uses the sign.

```lean
/-- For normalized orbitals with nonnegative amplitudes `p, q`, the energy of the polarized
product state is the mean-field energy at `m = p² - q²`. -/
theorem energy_polarized (t U : ℝ) {p q : ℝ} (hp : 0 ≤ p) (hq : 0 ≤ q)
    (h : p ^ 2 + q ^ 2 = 1) :
    energy t U (polarizedState p q) = meanField t U (p ^ 2 - q ^ 2) := by
  have hsq : 1 - (p ^ 2 - q ^ 2) ^ 2 = (2 * (p * q)) ^ 2 := by
    linear_combination (-(p ^ 2 + q ^ 2 + 1)) * h
  have hpq : 0 ≤ 2 * (p * q) := by positivity
  rw [energy_eq, meanField, hsq, Real.sqrt_sq hpq]
  show U * ((p * q) ^ 2 + (q * p) ^ 2) - 2 * t * ((p * q + q * p) * (p ^ 2 + q ^ 2)) = _
  linear_combination (-4 * t * p * q) * h
```

The sign matters through \(pq\ge 0\). For \(p=-q=1/\sqrt2\), an antibonding orbital, the energy is \(+2t+U/2\), while the formula at \(m=0\) gives \(-2t+U/2\). Normalization matters too: \(p=q=1\), \(t=1\), \(U=0\) gives \(-8\) instead of \(-2\).

## Polarization between −1 and 1

The bound \(|m|\le1\) says that a dot holds at most one electron of each spin. It makes \(s^2=1-m^2\) legitimate, which is how `Real.sq_sqrt` enters. For \(U\ne0\), completing the square gives

\[
-2ts+\frac U2s^2=\frac U2\left(s-\frac{2t}{U}\right)^2-\frac{2t^2}{U}.
\]

```lean
/-- For `U ≠ 0` and `-1 ≤ m ≤ 1`, the mean-field energy is a square in the bond order `√(1-m²)`
plus the constant `-2t²/U`. -/
theorem meanField_eq_sq (t : ℝ) {U m : ℝ} (hU : U ≠ 0) (hm : m ∈ Icc (-1 : ℝ) 1) :
    meanField t U m = U / 2 * (√(1 - m ^ 2) - 2 * t / U) ^ 2 + -2 * t ^ 2 / U := by
  have hs : √(1 - m ^ 2) ^ 2 = 1 - m ^ 2 := Real.sq_sqrt (by nlinarith [hm.1, hm.2])
  have hUi : U * U⁻¹ = 1 := mul_inv_cancel₀ hU
  unfold meanField
  generalize √(1 - m ^ 2) = s at *
  linear_combination (-U / 2) * hs + (2 * t * s - 2 * t ^ 2 * U⁻¹) * hUi
```

Without the bound, Lean's square root of a negative number is 0, and for \(U>0\) the formula would fall without limit as \(|m|\) grows. At \(U=0\) the energy is linear in \(s\), so there is no square to complete.

## Repulsion above or below 2t

The condition \(U>2t\) means that repulsion outweighs the tunnelling gain enough for the mean-field state to polarize. The exact ground state, a singlet, has no staggered polarization at any \(U\). By hand, the condition puts the optimal bond order \(s=2t/U\) inside \((0,1)\). The square vanishes there, at \(m^2=1-(2t/U)^2\), and the minimum is \(-2t^2/U\).

`IsLeast` says that this value is attained and is a lower bound. The proof supplies the positive root for \(m\), then uses that a square is nonnegative.

```lean
/-- For `t > 0` and `U > 2t`, the minimum of the mean-field energy over `-1 ≤ m ≤ 1`
is `-2t²/U`. -/
theorem meanField_isLeast {t U : ℝ} (ht : 0 < t) (hU : 2 * t < U) :
    IsLeast (meanField t U '' Icc (-1) 1) (-2 * t ^ 2 / U) := by
  have hU0 : 0 < U := by linarith
  have hx0 : 0 < 2 * t / U := by positivity
  have hx1 : 2 * t / U < 1 := (div_lt_one hU0).2 hU
  have hnn : 0 ≤ 1 - (2 * t / U) ^ 2 := by nlinarith
  have hmem : √(1 - (2 * t / U) ^ 2) ∈ Icc (-1 : ℝ) 1 :=
    ⟨by linarith [Real.sqrt_nonneg (1 - (2 * t / U) ^ 2)],
      Real.sqrt_le_iff.2 ⟨by norm_num, by nlinarith⟩⟩
  refine ⟨⟨_, hmem, ?_⟩, ?_⟩
  · -- here the bond order is `2t/U` and the square vanishes
    rw [meanField_eq_sq t hU0.ne' hmem, Real.sq_sqrt hnn, sub_sub_cancel, Real.sqrt_sq hx0.le]
    ring
  · rintro _ ⟨m, hm, rfl⟩
    rw [meanField_eq_sq t hU0.ne' hm]
    have : 0 ≤ U / 2 * (√(1 - m ^ 2) - 2 * t / U) ^ 2 := by positivity
    linarith
```

Below the threshold the formula fails: for \(t=U=1\) it would give \(-2\), but the minimum is \(-3/2\), at \(m=0\).

For \(U\le2t\), compare with the unpolarized state:

\[
E(m)-E(0)=(1-s)\left(2t-\frac{U(1+s)}2\right).
\]

If \(m\ne0\), then \(s<1\) and both factors are positive, so \(m=0\) is the only minimizer. If \(U>2t\), the square at \(s=1\) is positive, so \(m=0\) lies above the minimum. In the proof, `hfac` is the second factor, and the opposite direction takes a polarized minimizer from `meanField_isLeast`. The equivalence requires no sign for \(U\). For \(U<-2t\), though, product states outside this family, with unequal charges on the two dots, lie lower.

```lean
/-- For `t > 0`, the mean-field energy on `-1 ≤ m ≤ 1` is minimized only at the unpolarized
point `m = 0` if and only if `U ≤ 2t`. -/
theorem minimized_only_at_zero_iff {t U : ℝ} (ht : 0 < t) :
    (∀ m ∈ Icc (-1 : ℝ) 1, m ≠ 0 → meanField t U 0 < meanField t U m) ↔ U ≤ 2 * t := by
  constructor
  · intro h
    by_contra hcon
    have hU : 2 * t < U := lt_of_not_ge hcon
    have hU0 : 0 < U := by linarith
    -- the unpolarized state lies strictly above the minimum
    have hgt : -2 * t ^ 2 / U < meanField t U 0 := by
      have hs : √(1 - (0 : ℝ) ^ 2) = 1 := by norm_num
      rw [meanField_eq_sq t hU0.ne' (by simp), hs]
      have hx : 0 < 1 - 2 * t / U := sub_pos.2 ((div_lt_one hU0).2 hU)
      have : 0 < U / 2 * (1 - 2 * t / U) ^ 2 := by positivity
      linarith
    obtain ⟨⟨m, hm, hE⟩, -⟩ := meanField_isLeast ht hU
    have hm0 : m ≠ 0 := by
      rintro rfl
      linarith
    linarith [h m hm hm0]
  · intro hU m hm hm0
    have hs : √(1 - m ^ 2) ^ 2 = 1 - m ^ 2 := Real.sq_sqrt (by nlinarith [hm.1, hm.2])
    have hs0 := Real.sqrt_nonneg (1 - m ^ 2)
    have hmpos : 0 < m ^ 2 := by positivity
    have hzero : meanField t U 0 = -2 * t + U / 2 := by simp [meanField]
    rw [hzero]
    unfold meanField
    generalize √(1 - m ^ 2) = s at *
    have hs1 : s < 1 := by nlinarith
    -- the energy difference factorizes in the bond order
    have hfac : 0 < 2 * t - U * (1 + s) / 2 := by nlinarith
    have hprod := mul_pos (sub_pos.2 hs1) hfac
    rw [← hs]
    linarith
```

## Positive tunnelling

With \(t>0\), electrons can move between the dots and the bonding combination has equal signs. The positivity of the second factor above uses \(t>0\); the factorization itself holds for every \(t\). The equivalence already fails at \(t=U=0\): \(U\le2t\) holds, but the energy is zero for every \(m\), so \(m=0\) is not the only minimizer.

For the exact energy, take a singlet, whose spatial amplitudes are symmetric, with \(\psi_{00}=\psi_{11}=a\) and \(\psi_{01}=\psi_{10}=c\). The eigenvalue equations \(Ea=Ua-2tc\) and \(Ec=-2ta\) give \(E^2-UE=4t^2\). The lower root is

\[
E=\frac{U-\sqrt{U^2+16t^2}}2,
\]

which is negative because the square root exceeds \(U\).

```lean
/-- For `t > 0`, the exact energy is negative and solves the secular equation
`E² - UE = 4t²`. -/
theorem exactEnergy_secular {t : ℝ} (U : ℝ) (ht : 0 < t) :
    exactEnergy t U ^ 2 - U * exactEnergy t U = 4 * t ^ 2 ∧ exactEnergy t U < 0 := by
  have hr : √(U ^ 2 + 16 * t ^ 2) ^ 2 = U ^ 2 + 16 * t ^ 2 := Real.sq_sqrt (by positivity)
  have hlt : U < √(U ^ 2 + 16 * t ^ 2) :=
    Real.lt_sqrt_of_sq_lt (by nlinarith [pow_pos ht 2])
  unfold exactEnergy
  exact ⟨by linear_combination hr / 4, by linarith⟩
```

To see that no state with one electron of each spin lies lower, write \(a,b,c,d\) for \(\psi_{00},\psi_{11},\psi_{01},\psi_{10}\), now arbitrary real numbers. The secular equation gives

\[
\begin{aligned}
-E\bigl(\langle\psi|H|\psi\rangle-E\|\psi\|^2\bigr)=\tfrac12\bigl[&(2t(a+b)+E(c+d))^2\\
&+4t^2(a-b)^2+E^2(c-d)^2\bigr].
\end{aligned}
\]

Since \(-E>0\), the energy excess is nonnegative. The identity is `key` in the proof; the eigenvector equation is then checked entry by entry. Complex amplitudes obey the same bound, because the Hamiltonian is real and symmetric and the energies of the real and imaginary parts add.

```lean
/-- For `t > 0`, the exact energy bounds the Hubbard energy of all real two-electron amplitudes
from below, and it is the eigenvalue of an explicit singlet (symmetric amplitudes). -/
theorem exactEnergy_ground {t : ℝ} (U : ℝ) (ht : 0 < t) :
    (∀ ψ : Matrix (Fin 2) (Fin 2) ℝ,
      exactEnergy t U * ∑ i, ∑ j, ψ i j ^ 2 ≤ energy t U ψ) ∧
    hubbard t U !![-exactEnergy t U, 2 * t; 2 * t, -exactEnergy t U]
      = exactEnergy t U • !![-exactEnergy t U, 2 * t; 2 * t, -exactEnergy t U] := by
  obtain ⟨hq, hneg⟩ := exactEnergy_secular U ht
  generalize exactEnergy t U = E at *
  constructor
  · intro ψ
    rw [energy_eq]
    simp only [Fin.sum_univ_two]
    generalize ψ 0 0 = a
    generalize ψ 1 1 = b
    generalize ψ 0 1 = c
    generalize ψ 1 0 = d
    -- times `-E > 0`, the energy excess is a sum of squares
    have hpos : 0 ≤ -E * (U * (a ^ 2 + b ^ 2) - 2 * t * ((a + b) * (c + d))
        - E * (a ^ 2 + c ^ 2 + (d ^ 2 + b ^ 2))) := by
      have key : -E * (U * (a ^ 2 + b ^ 2) - 2 * t * ((a + b) * (c + d))
          - E * (a ^ 2 + c ^ 2 + (d ^ 2 + b ^ 2)))
          = ((2 * t * (a + b) + E * (c + d)) ^ 2 + (2 * t * (a - b)) ^ 2
            + (E * (c - d)) ^ 2) / 2 := by
        linear_combination (a ^ 2 + b ^ 2) * hq
      rw [key]
      positivity
    linarith [(mul_nonneg_iff_of_pos_left (neg_pos.2 hneg)).1 hpos]
  · ext i j
    fin_cases i <;> fin_cases j
    · show U * -E - t * (2 * t + 2 * t) = E * -E
      linarith
    · show -t * (-E + -E) = E * (2 * t)
      ring
    · show -t * (-E + -E) = E * (2 * t)
      ring
    · show U * -E - t * (2 * t + 2 * t) = E * -E
      linarith
```

The displayed eigenvector is unnormalized. Dividing it by \(\sqrt{2E^2+8t^2}\) normalizes it, and its probability of double occupation is \(E^2/(E^2+4t^2)\). At \(t=0\), \(U>0\), the energy \(E\) is zero and the displayed matrix vanishes, so it is no longer an eigenvector.

## Fixed tunnelling as the repulsion grows

Holding \(t\) fixed while \(U\) grows means \(t/U\to0\), the regime of localized spins. Since \(E=-8t^2/(U+\sqrt{U^2+16t^2})\), for \(U>2t\)

\[
\frac{-2t^2/U}{E}=\frac{1+\sqrt{1+16t^2/U^2}}4\longrightarrow\frac12 .
\]

The theorem uses the infimum `sInf` of the mean-field energies. The proof restricts to \(U>2t\), where `meanField_isLeast` evaluates it, and obtains the limit from continuity in \(U^{-1}\) at zero.

```lean
/-- For fixed `t > 0`, the ratio of the minimal mean-field energy to the exact singlet energy
tends to `1/2` as `U` grows. -/
theorem ratio_tendsto_half {t : ℝ} (ht : 0 < t) :
    Tendsto (fun U => sInf (meanField t U '' Icc (-1) 1) / exactEnergy t U)
      atTop (𝓝 (1 / 2)) := by
  have hc : Continuous (fun x : ℝ => (1 + √(1 + 16 * t ^ 2 * x ^ 2)) / 4) := by fun_prop
  have hlim : Tendsto (fun U : ℝ => (1 + √(1 + 16 * t ^ 2 * (U⁻¹) ^ 2)) / 4)
      atTop (𝓝 (1 / 2)) := by
    have e : (1 + √(1 + 16 * t ^ 2 * (0 : ℝ) ^ 2)) / 4 = 1 / 2 := by norm_num
    rw [← e]
    exact (hc.tendsto 0).comp tendsto_inv_atTop_zero
  refine hlim.congr' ?_
  filter_upwards [eventually_gt_atTop (2 * t)] with U hU
  have hU0 : 0 < U := by linarith
  have hUi : U * U⁻¹ = 1 := mul_inv_cancel₀ hU0.ne'
  have hr : √(U ^ 2 + 16 * t ^ 2) ^ 2 = U ^ 2 + 16 * t ^ 2 := Real.sq_sqrt (by positivity)
  -- pull the factor `U` out of the square root
  have hroot : √(1 + 16 * t ^ 2 * (U⁻¹) ^ 2) = √(U ^ 2 + 16 * t ^ 2) * U⁻¹ := by
    rw [show 1 + 16 * t ^ 2 * (U⁻¹) ^ 2 = (√(U ^ 2 + 16 * t ^ 2) * U⁻¹) ^ 2 by
      linear_combination (-(U⁻¹) ^ 2) * hr - (U * U⁻¹ + 1) * hUi]
    exact Real.sqrt_sq (by positivity)
  rw [(meanField_isLeast ht hU).csInf_eq, hroot, eq_div_iff (exactEnergy_secular U ht).2.ne]
  unfold exactEnergy
  linear_combination ((√(U ^ 2 + 16 * t ^ 2) - U) / 8) * hUi - (U⁻¹ / 8) * hr

end

end DoubleDotMeanField
```

If \(t\) grows as \(U/4\), the ratio stays at \((1+\sqrt2)/4\approx0.60\). The sign of \(t\) matters for the formula `meanField` as well: at \(t=-1\) its minimum for \(U>0\) is zero, and so is the ratio. This comes from the restriction to nonnegative amplitudes: product states with \(pq<0\) recover the energies found at \(t=1\).

The triplet, with \(\psi_{01}=-\psi_{10}\) and no double occupation, has energy zero in this model, so \(-E\) is the singlet–triplet splitting, the exchange energy of a dot qubit. The limit warns that at large \(U\) the spin-polarized mean-field energy lies below the triplet by only slightly more than half of that splitting.

```lean
#print axioms DoubleDotMeanField.energy_polarized
#print axioms DoubleDotMeanField.minimized_only_at_zero_iff
#print axioms DoubleDotMeanField.exactEnergy_ground
#print axioms DoubleDotMeanField.ratio_tendsto_half
```

```
'DoubleDotMeanField.energy_polarized' depends on axioms: [propext, Classical.choice, Quot.sound]
'DoubleDotMeanField.minimized_only_at_zero_iff' depends on axioms: [propext, Classical.choice, Quot.sound]
'DoubleDotMeanField.exactEnergy_ground' depends on axioms: [propext, Classical.choice, Quot.sound]
'DoubleDotMeanField.ratio_tendsto_half' depends on axioms: [propext, Classical.choice, Quot.sound]
```
